# The spectrum of a Dirac Hamiltonian in an exchange field, and its zero-energy points

In units where $\hbar$ and the speed of light equal one, a Dirac particle of mass $m$ at zero momentum, in an exchange field $h$ along the third axis, has the Hamiltonian $H = m b + h S$. Here $b$ is the Dirac matrix $\beta$, and $S$ is the spin operator along that axis, scaled so that $S^2 = 1$. Also $b^2 = 1$ and $bS = Sb$. Squaring gives
$$H^2 = m^2 + h^2 + 2hm\,Sb .$$
Since $(Sb)^2 = 1$, moving the numbers to the left and squaring again leaves only a number on the right: $(H^2 - m^2 - h^2)^2 = 4h^2m^2$. The same two squarings work when momentum is added. The anticommutation relations of the Dirac matrices then ensure that the spectrum is exactly the set of roots of the resulting quartic.

## The Clifford relations and the Hamiltonian

```lean
import Mathlib

open Matrix

namespace WeylSemimetal

noncomputable section

variable {A : Type*} [Ring A] [Algebra ℂ A] {a1 a2 a3 b : A}
```

`A` is any complex algebra with a unit, of finite or infinite dimension. Its elements `a1 a2 a3 b` play the part of the Dirac matrices $\alpha_1, \alpha_2, \alpha_3, \beta$.

```lean
/-- Four mutually anticommuting involutions: the Clifford relations of the Dirac matrices. -/
structure IsDiracSet (a1 a2 a3 b : A) : Prop where
  sq1 : a1 * a1 = 1
  sq2 : a2 * a2 = 1
  sq3 : a3 * a3 = 1
  sqb : b * b = 1
  anti12 : a1 * a2 = -(a2 * a1)
  anti13 : a1 * a3 = -(a3 * a1)
  anti23 : a2 * a3 = -(a3 * a2)
  anti1b : a1 * b = -(b * a1)
  anti2b : a2 * b = -(b * a2)
  anti3b : a3 * b = -(b * a3)
```

`IsDiracSet` is the hypothesis that each element squares to one and each pair anticommutes. Hermiticity is not required. With fixed $4\times4$ matrices instead, one could also count multiplicities through the characteristic polynomial, but the result would concern a single representation.

```lean
/-- The spin operator `S = -i a1 a2` along the third axis. -/
def spin (a1 a2 : A) : A := (-Complex.I) • (a1 * a2)
```

This is $S = -i a_1 a_2$, with eigenvalues $\pm1$ in the Dirac representation, so it is twice the spin in units of $\hbar$.

```lean
/-- The Dirac Hamiltonian with momentum `p`, mass `m` and exchange field `h` along axis three. -/
def hamiltonian (a1 a2 a3 b : A) (p1 p2 p3 m h : ℝ) : A :=
  (p1 : ℂ) • a1 + (p2 : ℂ) • a2 + (p3 : ℂ) • a3 + (m : ℂ) • b + (h : ℂ) • spin a1 a2
```

In units where $\hbar$ and the speed of light equal one,
$$H = p_1a_1 + p_2a_2 + p_3a_3 + mb + hS .$$
The parameters are real; `(p1 : ℂ)` reads one as a complex number, and `•` multiplies an algebra element by a number. The constant $h$ is an energy: the strength with which a uniform magnetisation along the third axis couples to $S$.

```lean
/-- The splitting operator `K = S (p3 a3 + m b)`. -/
def splitting (a1 a2 a3 b : A) (p3 m : ℝ) : A :=
  spin a1 a2 * ((p3 : ℂ) • a3 + (m : ℂ) • b)
```

Write $T = p_3a_3 + mb$. The splitting operator is $K = ST$.

## Two squarings

```lean
omit [Algebra ℂ A] in
/-- Products of two anticommuting involutions `x`, `y` with each other. -/
lemma pair_products {x y : A} (hx : x * x = 1) (hy : y * y = 1) (hxy : x * y = -(y * x)) :
    x * y * x = -y ∧ x * y * y = x ∧ x * (x * y) = y ∧ y * (x * y) = -x ∧
      x * y * (x * y) = -1 := by
  have yx : y * x = -(x * y) := by rw [hxy, neg_neg]
  have e1 : x * y * x = -y := by
    rw [mul_assoc, yx, mul_neg, ← mul_assoc, hx, one_mul]
  refine ⟨e1, ?_, ?_, ?_, ?_⟩
  · rw [mul_assoc, hy, mul_one]
  · rw [← mul_assoc, hx, one_mul]
  · rw [← mul_assoc, yx, neg_mul, mul_assoc, hy, mul_one]
  · rw [← mul_assoc, e1, neg_mul, hy]
```

For anticommuting involutions $x, y$, this lemma lists the short products, such as $xyx = -y$ and $(xy)^2 = -1$.

```lean
/-- The spin squares to one, anticommutes with `a1` and `a2`, and commutes with `a3` and `b`. -/
theorem spin_relations (hg : IsDiracSet a1 a2 a3 b) :
    spin a1 a2 * spin a1 a2 = 1 ∧ spin a1 a2 * a1 = -(a1 * spin a1 a2) ∧
      spin a1 a2 * a2 = -(a2 * spin a1 a2) ∧ spin a1 a2 * a3 = a3 * spin a1 a2 ∧
      spin a1 a2 * b = b * spin a1 a2 := by
  obtain ⟨e1, e2, e3, e4, e5⟩ := pair_products hg.sq1 hg.sq2 hg.anti12
  have comm : ∀ z : A, a1 * z = -(z * a1) → a2 * z = -(z * a2) →
      a1 * a2 * z = z * (a1 * a2) := by
    intro z h1 h2
    rw [mul_assoc, h2, mul_neg, ← mul_assoc, h1, neg_mul, neg_neg, mul_assoc]
  refine ⟨?_, ?_, ?_, ?_, ?_⟩
  · rw [spin, smul_mul_smul_comm, e5, neg_mul_neg, Complex.I_mul_I]
    simp
  · simp only [spin, smul_mul_assoc, mul_smul_comm, e1, e3]
    module
  · simp only [spin, smul_mul_assoc, mul_smul_comm, e2, e4]
    module
  · simp only [spin, smul_mul_assoc, mul_smul_comm, comm a3 hg.anti13 hg.anti23]
  · simp only [spin, smul_mul_assoc, mul_smul_comm, comm b hg.anti1b hg.anti2b]
```

Thus $S^2 = (-i)^2(a_1a_2)^2 = 1$. Also $Sa_1 = ia_2 = -a_1S$ and $Sa_2 = -ia_1 = -a_2S$. Moving $a_3$ or $b$ past $a_1a_2$ changes the sign twice, so both commute with $S$.

```lean
/-- The splitting operator squares to `p3² + m²`, and `a3 b` anticommutes with it. -/
theorem splitting_relations (hg : IsDiracSet a1 a2 a3 b) (p3 m : ℝ) :
    splitting a1 a2 a3 b p3 m * splitting a1 a2 a3 b p3 m = ((p3 : ℂ) ^ 2 + m ^ 2) • (1 : A) ∧
      a3 * b * splitting a1 a2 a3 b p3 m = -(splitting a1 a2 a3 b p3 m * (a3 * b)) := by
  obtain ⟨s0, -, -, s3, sb⟩ := spin_relations hg
  obtain ⟨e1, e2, e3, e4, -⟩ := pair_products hg.sq3 hg.sqb hg.anti3b
  unfold splitting
  generalize spin a1 a2 = S at *
  have hT : ((p3 : ℂ) • a3 + (m : ℂ) • b) * ((p3 : ℂ) • a3 + (m : ℂ) • b)
      = ((p3 : ℂ) ^ 2 + m ^ 2) • (1 : A) := by
    simp only [mul_add, add_mul, mul_smul_comm, smul_mul_assoc, hg.sq3, hg.sqb, hg.anti3b]
    module
  have hST : S * ((p3 : ℂ) • a3 + (m : ℂ) • b) = ((p3 : ℂ) • a3 + (m : ℂ) • b) * S := by
    simp only [mul_add, add_mul, mul_smul_comm, smul_mul_assoc, s3, sb]
  have hGT : a3 * b * ((p3 : ℂ) • a3 + (m : ℂ) • b)
      = -(((p3 : ℂ) • a3 + (m : ℂ) • b) * (a3 * b)) := by
    simp only [mul_add, add_mul, mul_smul_comm, smul_mul_assoc, e1, e2, e3, e4]
    module
  have hGS : a3 * b * S = S * (a3 * b) := by
    rw [mul_assoc, ← sb, ← mul_assoc, ← s3, mul_assoc]
  generalize (p3 : ℂ) • a3 + (m : ℂ) • b = T at *
  constructor
  · calc S * T * (S * T) = S * (T * S) * T := by simp only [mul_assoc]
      _ = S * (S * T) * T := by rw [← hST]
      _ = (S * S) * (T * T) := by simp only [mul_assoc]
      _ = _ := by rw [s0, hT, one_mul]
  · rw [← mul_assoc, hGS, mul_assoc, hGT, mul_neg, ← mul_assoc]
```

The cross terms in $T^2$ cancel, and $ST = TS$, so $K^2 = S^2T^2 = p_3^2 + m^2$. The product $G = a_3b$ commutes with $S$ and anticommutes with $T$, hence $GK = -KG$.

```lean
/-- The squared Hamiltonian is a number plus `2h` times the splitting operator. -/
theorem hamiltonian_sq (hg : IsDiracSet a1 a2 a3 b) (p1 p2 p3 m h : ℝ) :
    hamiltonian a1 a2 a3 b p1 p2 p3 m h ^ 2 =
      ((p1 : ℂ) ^ 2 + p2 ^ 2 + p3 ^ 2 + m ^ 2 + h ^ 2) • (1 : A)
        + (2 * (h : ℂ)) • splitting a1 a2 a3 b p3 m := by
  obtain ⟨s0, s1, s2, s3, sb⟩ := spin_relations hg
  simp only [hamiltonian, splitting, pow_two (_ + _ : A), mul_add, add_mul, mul_smul_comm,
    smul_mul_assoc, hg.sq1, hg.sq2, hg.sq3, hg.sqb, hg.anti12, hg.anti13, hg.anti23,
    hg.anti1b, hg.anti2b, hg.anti3b, s0, s1, s2, s3, sb]
  module
```

With $P = p_1a_1 + p_2a_2$, we have $H = P + T + hS$. Here $P$ anticommutes with $T$ and $S$, while $T$ and $S$ commute. Therefore
$$H^2 = c + 2hK,\qquad c = p_1^2+p_2^2+p_3^2+m^2+h^2 .$$
In Lean, `simp only` expands and reorders the products, and `module` compares coefficients.

```lean
/-- The quartic identity `(H² - p·p - m² - h²)² = 4h²(p3² + m²)`. -/
theorem hamiltonian_quartic (hg : IsDiracSet a1 a2 a3 b) (p1 p2 p3 m h : ℝ) :
    (hamiltonian a1 a2 a3 b p1 p2 p3 m h ^ 2
      - ((p1 : ℂ) ^ 2 + p2 ^ 2 + p3 ^ 2 + m ^ 2 + h ^ 2) • (1 : A)) ^ 2
      = (4 * (h : ℂ) ^ 2 * ((p3 : ℂ) ^ 2 + m ^ 2)) • (1 : A) := by
  rw [hamiltonian_sq hg, add_sub_cancel_left, pow_two, smul_mul_smul_comm,
    (splitting_relations hg p3 m).1, smul_smul]
  congr 1
  ring
```

Squaring $H^2 - c = 2hK$ gives $(H^2-c)^2 = 4h^2(p_3^2+m^2)$.

## From the quartic to the spectrum

The identity alone allows some roots to be missing from the spectrum. The next steps show that none is.

```lean
/-- Some involution anticommutes with the Hamiltonian. -/
theorem exists_chiral (hg : IsDiracSet a1 a2 a3 b) (p1 p2 p3 m h : ℝ) :
    ∃ X : A, X * X = 1 ∧ X * hamiltonian a1 a2 a3 b p1 p2 p3 m h
      = -(hamiltonian a1 a2 a3 b p1 p2 p3 m h * X) := by
  obtain ⟨s0, s1, s2, s3, sb⟩ := spin_relations hg
  -- a unit vector (s, -c) orthogonal to the transverse momentum (p1, p2)
  obtain ⟨s, c, hsc, hp⟩ : ∃ s c : ℝ, s ^ 2 + c ^ 2 = 1 ∧ s * p1 = c * p2 := by
    by_cases h0 : p1 ^ 2 + p2 ^ 2 = 0
    · have h1 : p1 = 0 := by nlinarith [sq_nonneg p1, sq_nonneg p2]
      have h2 : p2 = 0 := by nlinarith [sq_nonneg p1, sq_nonneg p2]
      exact ⟨1, 0, by norm_num, by simp [h1]⟩
    · have hr : √(p1 ^ 2 + p2 ^ 2) ^ 2 = p1 ^ 2 + p2 ^ 2 := Real.sq_sqrt (by positivity)
      refine ⟨p2 / √(p1 ^ 2 + p2 ^ 2), p1 / √(p1 ^ 2 + p2 ^ 2), ?_, by ring⟩
      rw [div_pow, div_pow, hr, ← add_div, add_comm, div_self h0]
  have hsc' : (s : ℂ) ^ 2 + (c : ℂ) ^ 2 = 1 := by exact_mod_cast hsc
  have hp' : (s : ℂ) * p1 = c * p2 := by exact_mod_cast hp
  refine ⟨(s : ℂ) • a1 - (c : ℂ) • a2, ?_, ?_⟩
  · rw [← one_smul ℂ (1 : A), ← hsc']
    simp only [mul_sub, sub_mul, mul_smul_comm, smul_mul_assoc, hg.sq1, hg.sq2, hg.anti12]
    module
  · have key : ((s : ℂ) • a1 - (c : ℂ) • a2) * hamiltonian a1 a2 a3 b p1 p2 p3 m h
        + hamiltonian a1 a2 a3 b p1 p2 p3 m h * ((s : ℂ) • a1 - (c : ℂ) • a2)
        = (2 * ((s : ℂ) * p1 - c * p2)) • (1 : A) := by
      simp only [hamiltonian, mul_add, add_mul, mul_sub, sub_mul, mul_smul_comm,
        smul_mul_assoc, hg.sq1, hg.sq2, hg.anti12, hg.anti13, hg.anti23, hg.anti1b,
        hg.anti2b, s1, s2]
      module
    rw [hp', sub_self, mul_zero, zero_smul] at key
    exact eq_neg_of_add_eq_zero_left key
```

Choose real $s, c$ with $s^2+c^2=1$ and $sp_1 = cp_2$ (this $c$ is local to the lemma). Then $X = sa_1 - ca_2$ satisfies $X^2=1$ and anticommutes with $a_3$, $b$ and $S$. Since $XP+PX = 2(sp_1-cp_2) = 0$, it anticommutes with $H$. If $p_1=p_2=0$, Lean takes $X=a_1$.

```lean
/-- If `(H² - c)² = d` and `E` is not a root of this quartic, then `E - H` is invertible. -/
lemma isUnit_of_quartic {H : A} {c d E : ℂ} (hq : (H ^ 2 - c • (1 : A)) ^ 2 = d • (1 : A))
    (hE : (E ^ 2 - c) ^ 2 ≠ d) : IsUnit (E • (1 : A) - H) := by
  have h4 : H * (H * (H * H)) = (2 * c) • (H * H) + (d - c ^ 2) • (1 : A) := by
    have e : H * (H * (H * H)) = (H ^ 2 - c • (1 : A)) ^ 2 + (2 * c) • (H * H)
        - (c ^ 2) • (1 : A) := by
      simp only [pow_two (_ - _ : A), pow_two H, sub_mul, mul_sub, smul_mul_assoc,
        mul_smul_comm, one_mul, mul_one, mul_assoc]
      module
    rw [e, hq]
    module
  have hk : (E ^ 2 - c) ^ 2 - d ≠ 0 := sub_ne_zero.mpr hE
  -- the cofactor of E - H in the quartic
  let Q : A := (E • (1 : A) + H) * ((E ^ 2 - 2 * c) • (1 : A) + H * H)
  have h1 : (E • (1 : A) - H) * Q = ((E ^ 2 - c) ^ 2 - d) • (1 : A) := by
    simp only [Q, sub_mul, mul_add, add_mul, smul_mul_assoc, mul_smul_comm, one_mul,
      mul_one, h4]
    module
  have h2 : Q * (E • (1 : A) - H) = ((E ^ 2 - c) ^ 2 - d) • (1 : A) := by
    simp only [Q, mul_sub, mul_add, add_mul, smul_mul_assoc, mul_smul_comm, one_mul,
      mul_one, mul_assoc, h4]
    module
  refine ⟨⟨E • (1 : A) - H, ((E ^ 2 - c) ^ 2 - d)⁻¹ • Q, ?_, ?_⟩, rfl⟩
  · rw [mul_smul_comm, h1, smul_smul, inv_mul_cancel₀ hk, one_smul]
  · rw [smul_mul_assoc, h2, smul_smul, inv_mul_cancel₀ hk, one_smul]
```

Let $(H^2-c)^2 = d$ and $Q = (E+H)(E^2-2c+H^2)$. Then
$$(E-H)Q = (E^2-c)^2-(H^2-c)^2 = (E^2-c)^2-d .$$
If this number is nonzero, dividing $Q$ by it gives the inverse of $E-H$.

```lean
/-- The spectrum of the Hamiltonian is exactly the set of roots of the quartic. -/
theorem mem_spectrum_iff [Nontrivial A] (hg : IsDiracSet a1 a2 a3 b) (p1 p2 p3 m h : ℝ)
    (E : ℂ) : E ∈ spectrum ℂ (hamiltonian a1 a2 a3 b p1 p2 p3 m h) ↔
      (E ^ 2 - ((p1 : ℂ) ^ 2 + p2 ^ 2 + p3 ^ 2 + m ^ 2 + h ^ 2)) ^ 2
        = 4 * (h : ℂ) ^ 2 * ((p3 : ℂ) ^ 2 + m ^ 2) := by
  rw [spectrum.mem_iff, Algebra.algebraMap_eq_smul_one]
  constructor
  · intro hn
    by_contra hE
    exact hn (isUnit_of_quartic (hamiltonian_quartic hg p1 p2 p3 m h) hE)
  · intro hE hu
    obtain ⟨X, hXX, hXH⟩ := exists_chiral hg p1 p2 p3 m h
    have hsq := hamiltonian_sq hg p1 p2 p3 m h
    obtain ⟨hKK, hGK⟩ := splitting_relations hg p3 m
    obtain ⟨-, -, -, -, hGG⟩ := pair_products hg.sq3 hg.sqb hg.anti3b
    generalize hamiltonian a1 a2 a3 b p1 p2 p3 m h = H at *
    generalize splitting a1 a2 a3 b p3 m = K at *
    generalize a3 * b = G at *
    generalize (p1 : ℂ) ^ 2 + p2 ^ 2 + p3 ^ 2 + m ^ 2 + h ^ 2 = c at *
    -- the chiral involution turns E - H into E + H
    have hX : IsUnit X := ⟨⟨X, X, hXX, hXX⟩, rfl⟩
    have hconj : X * (E • (1 : A) - H) * X = E • (1 : A) + H := by
      rw [mul_sub, sub_mul, mul_smul_comm, mul_one, smul_mul_assoc, hXX, hXH, neg_mul,
        mul_assoc, hXX, mul_one, sub_neg_eq_add]
    have hu' : IsUnit (E • (1 : A) + H) := hconj ▸ (hX.mul hu).mul hX
    have hprod : (E • (1 : A) - H) * (E • (1 : A) + H)
        = (E ^ 2 - c) • (1 : A) - (2 * (h : ℂ)) • K := by
      have e : (E • (1 : A) - H) * (E • (1 : A) + H) = (E ^ 2) • (1 : A) - H ^ 2 := by
        simp only [pow_two H, sub_mul, mul_add, smul_mul_assoc, mul_smul_comm, one_mul, mul_one]
        module
      rw [e, hsq]
      module
    have hU := hu.mul hu'
    rw [hprod] at hU
    have hzero : ((E ^ 2 - c) • (1 : A) - (2 * (h : ℂ)) • K)
        * ((E ^ 2 - c) • (1 : A) + (2 * (h : ℂ)) • K) = 0 := by
      have e : ((E ^ 2 - c) • (1 : A) - (2 * (h : ℂ)) • K)
          * ((E ^ 2 - c) • (1 : A) + (2 * (h : ℂ)) • K)
          = ((E ^ 2 - c) ^ 2 - 4 * (h : ℂ) ^ 2 * ((p3 : ℂ) ^ 2 + m ^ 2)) • (1 : A) := by
        simp only [sub_mul, mul_add, smul_mul_assoc, mul_smul_comm, one_mul, mul_one, hKK]
        module
      rw [e, hE, sub_self, zero_smul]
    have hplus := hU.mul_right_eq_zero.mp hzero
    -- conjugation by a3 b reverses K, so the other factor vanishes too
    have hflip : (E ^ 2 - c) • (1 : A) - (2 * (h : ℂ)) • K
        = -(G * ((E ^ 2 - c) • (1 : A) + (2 * (h : ℂ)) • K) * G) := by
      have hGKG : G * K * G = K := by
        rw [hGK, neg_mul, mul_assoc, hGG, mul_neg, mul_one, neg_neg]
      simp only [mul_add, add_mul, mul_smul_comm, smul_mul_assoc, mul_one, hGG, hGKG]
      module
    rw [hflip, hplus, mul_zero, zero_mul, neg_zero] at hU
    exact not_isUnit_zero hU
```

`spectrum ℂ` is the set of $E$ for which $E-H$ has no inverse. `Nontrivial A` means $1\neq0$. The previous lemma shows that every spectral value is a root.

Conversely, let $E$ be a root and suppose $E-H$ is invertible. Then so is $X(E-H)X = E+H$, and so is the product
$$U = E^2-H^2 = (E^2-c)-2hK .$$
Put $V = (E^2-c)+2hK$. The quartic gives $UV=0$, so $V=0$. But $G^2=-1$ and $GKG=K$ give $U=-GVG=0$, which is not invertible.

## Energies and nodes

```lean
/-- A real `E` is in the spectrum exactly when `E² = p1² + p2² + (√(p3² + m²) ± h)²` for one
of the two signs. -/
theorem energy_iff [Nontrivial A] (hg : IsDiracSet a1 a2 a3 b) (p1 p2 p3 m h E : ℝ) :
    (E : ℂ) ∈ spectrum ℂ (hamiltonian a1 a2 a3 b p1 p2 p3 m h) ↔
      E ^ 2 = p1 ^ 2 + p2 ^ 2 + (√(p3 ^ 2 + m ^ 2) + h) ^ 2 ∨
      E ^ 2 = p1 ^ 2 + p2 ^ 2 + (√(p3 ^ 2 + m ^ 2) - h) ^ 2 := by
  have hr : √(p3 ^ 2 + m ^ 2) ^ 2 = p3 ^ 2 + m ^ 2 := Real.sq_sqrt (by positivity)
  have hc : ((E : ℂ) ^ 2 - ((p1 : ℂ) ^ 2 + p2 ^ 2 + p3 ^ 2 + m ^ 2 + h ^ 2)) ^ 2
        = 4 * (h : ℂ) ^ 2 * ((p3 : ℂ) ^ 2 + m ^ 2) ↔
      (E ^ 2 - (p1 ^ 2 + p2 ^ 2 + p3 ^ 2 + m ^ 2 + h ^ 2)) ^ 2
        = 4 * h ^ 2 * (p3 ^ 2 + m ^ 2) := by
    constructor <;> intro h' <;> exact_mod_cast h'
  rw [mem_spectrum_iff hg, hc]
  generalize √(p3 ^ 2 + m ^ 2) = r at *
  constructor
  · intro hE
    have hf : (E ^ 2 - (p1 ^ 2 + p2 ^ 2 + (r + h) ^ 2))
        * (E ^ 2 - (p1 ^ 2 + p2 ^ 2 + (r - h) ^ 2)) = 0 := by
      linear_combination hE
        + (r ^ 2 + p3 ^ 2 + m ^ 2 - 2 * (E ^ 2 - p1 ^ 2 - p2 ^ 2 - h ^ 2) - 4 * h ^ 2) * hr
    exact (mul_eq_zero.mp hf).imp sub_eq_zero.mp sub_eq_zero.mp
  · rintro (hE | hE)
    · have e : E ^ 2 - (p1 ^ 2 + p2 ^ 2 + p3 ^ 2 + m ^ 2 + h ^ 2) = 2 * r * h := by
        linear_combination hE + hr
      rw [e]
      linear_combination 4 * h ^ 2 * hr
    · have e : E ^ 2 - (p1 ^ 2 + p2 ^ 2 + p3 ^ 2 + m ^ 2 + h ^ 2) = -(2 * r * h) := by
        linear_combination hE + hr
      rw [e]
      linear_combination 4 * h ^ 2 * hr
```

With $r=\sqrt{p_3^2+m^2}$, the roots satisfy $E^2 = c\pm2hr = p_1^2+p_2^2+(r\pm h)^2$. `linear_combination` checks the factorisation.

For $p=(4,0,3)$, $m=4$, $h=2$, we have $r=5$ and $c=45$. Hence $E^2=45\pm20$, and the energies are $\pm5$ and $\pm\sqrt{65}$. For this non-interacting continuum model, such values can be compared with a numerical diagonalisation.

```lean
/-- Zero energy occurs exactly at `p1 = p2 = 0` and `p3² + m² = h²`. -/
theorem zero_energy_iff [Nontrivial A] (hg : IsDiracSet a1 a2 a3 b) (p1 p2 p3 m h : ℝ) :
    (0 : ℂ) ∈ spectrum ℂ (hamiltonian a1 a2 a3 b p1 p2 p3 m h) ↔
      p1 = 0 ∧ p2 = 0 ∧ p3 ^ 2 + m ^ 2 = h ^ 2 := by
  have hc : ((0 : ℂ) ^ 2 - ((p1 : ℂ) ^ 2 + p2 ^ 2 + p3 ^ 2 + m ^ 2 + h ^ 2)) ^ 2
        = 4 * (h : ℂ) ^ 2 * ((p3 : ℂ) ^ 2 + m ^ 2) ↔
      (0 ^ 2 - (p1 ^ 2 + p2 ^ 2 + p3 ^ 2 + m ^ 2 + h ^ 2)) ^ 2
        = 4 * h ^ 2 * (p3 ^ 2 + m ^ 2) := by
    constructor <;> intro h' <;> exact_mod_cast h'
  rw [mem_spectrum_iff hg, hc]
  constructor
  · intro hE
    -- with t = p1² + p2² and R = p3² + m²: t² + 2t(R + h²) + (R - h²)² = 0
    have hs : (p1 ^ 2 + p2 ^ 2) ^ 2 + 2 * (p1 ^ 2 + p2 ^ 2) * (p3 ^ 2 + m ^ 2 + h ^ 2)
        + (p3 ^ 2 + m ^ 2 - h ^ 2) ^ 2 = 0 := by linear_combination hE
    have n1 : 0 ≤ 2 * (p1 ^ 2 + p2 ^ 2) * (p3 ^ 2 + m ^ 2 + h ^ 2) := by positivity
    have n2 := sq_nonneg (p1 ^ 2 + p2 ^ 2)
    have n3 := sq_nonneg (p3 ^ 2 + m ^ 2 - h ^ 2)
    have ht : p1 ^ 2 + p2 ^ 2 = 0 := pow_eq_zero_iff two_ne_zero |>.mp (by linarith)
    have hR : p3 ^ 2 + m ^ 2 - h ^ 2 = 0 := pow_eq_zero_iff two_ne_zero |>.mp (by linarith)
    refine ⟨pow_eq_zero_iff two_ne_zero |>.mp ?_, pow_eq_zero_iff two_ne_zero |>.mp ?_,
      sub_eq_zero.mp hR⟩
    · linarith [sq_nonneg p1, sq_nonneg p2]
    · linarith [sq_nonneg p1, sq_nonneg p2]
  · rintro ⟨rfl, rfl, hR⟩
    linear_combination (p3 ^ 2 + m ^ 2 - h ^ 2) * hR
```

Let $t=p_1^2+p_2^2$ and $R=p_3^2+m^2$. At $E=0$ the quartic becomes
$$t^2+2t(R+h^2)+(R-h^2)^2=0 .$$
Every term is nonnegative, so $t=0$ and $R=h^2$. For $|h|>|m|$ the nodes lie at $p_3=\pm\sqrt{h^2-m^2}$, the Weyl points of this model. The theorem locates them; their topological charge is a separate question.

```lean
/-- The standard 4×4 Dirac matrices are four anticommuting involutions. -/
theorem isDiracSet_witness : IsDiracSet
    (!![0, 0, 0, 1; 0, 0, 1, 0; 0, 1, 0, 0; 1, 0, 0, 0] : Matrix (Fin 4) (Fin 4) ℂ)
    !![0, 0, 0, -Complex.I; 0, 0, Complex.I, 0; 0, -Complex.I, 0, 0; Complex.I, 0, 0, 0]
    !![0, 0, 1, 0; 0, 0, 0, -1; 1, 0, 0, 0; 0, -1, 0, 0]
    !![1, 0, 0, 0; 0, 1, 0, 0; 0, 0, -1, 0; 0, 0, 0, -1] := by
  constructor <;> ext i j <;> fin_cases i <;> fin_cases j <;>
    simp [Matrix.mul_apply, Fin.sum_univ_four]

end

end WeylSemimetal
```

The usual $4\times4$ Dirac matrices satisfy `IsDiracSet`, so the theorems apply to the familiar four-band Hamiltonian. Lean checks each relation entry by entry.

```lean
#print axioms WeylSemimetal.energy_iff
-- 'WeylSemimetal.energy_iff' depends on axioms: [propext, Classical.choice, Quot.sound]
#print axioms WeylSemimetal.zero_energy_iff
-- 'WeylSemimetal.zero_energy_iff' depends on axioms: [propext, Classical.choice, Quot.sound]
```
